# Classical flux-side function on a parabolic barrier: closed form and a plateau independent of the dividing surface

## One surface, one time

Take a classical particle of unit mass on the barrier V(q) = −q²/2 at unit inverse temperature. Reactants are on the left, products on the right, and the dividing surface between them is put at q = −1, short of the barrier top. A trajectory launched from the surface with momentum p is at −cosh t + p sinh t at time t. At t = ln 4, where cosh t = 17/8 and sinh t = 15/8, it lies to the right of the surface when

    −17/8 + (15/8) p > −1,  that is  p > 3/5.

Trajectories with 0 < p < 3/5 set out towards the products but have already turned round and recrossed. The energy on the surface is p²/2 − 1/2, so the velocity weighted with the Boltzmann factor and integrated over the remaining momenta is

    ∫ over p > 3/5 of p exp(−p²/2 + 1/2) dp = exp(−9/50 + 1/2) = exp(8/25) ≈ 1.377.

Counting every p > 0 would give exp(1/2) ≈ 1.649. As t grows the threshold rises to p = 1, the momentum that just suffices to reach the top, where the energy is zero and the integral is exp(0) = 1. With the surface at q = +1 the threshold at t = ln 4 is −3/5: trajectories launched backwards with −3/5 < p < 0 have been turned round, they contribute to the integral with their negative initial velocity, and the integral is again exp(8/25).

## The model

```lean
import Mathlib

open Real MeasureTheory Set Filter Topology

namespace ParabolicBarrierCentroidRate

noncomputable section
```

All quantities are real numbers. With mass m, barrier frequency w (the magnitude of the imaginary frequency), position q and momentum p, the Hamiltonian is

    H(q, p) = p²/(2m) − m w² q²/2,

so position and energy are both measured from the barrier top.

```lean
/-- Hamiltonian of the parabolic barrier, `p²/2m - m w² q²/2`. -/
def H (m w q p : ℝ) : ℝ := p ^ 2 / (2 * m) - m * w ^ 2 * q ^ 2 / 2
```

In path-integral rate methods such as ring-polymer and centroid molecular dynamics, q and p stand for the centroid of the imaginary-time path, which on a purely quadratic one-dimensional potential separates from the internal modes and moves classically. That separation is the physical input behind the definitions and no theorem below derives it: there are no beads and no ħ, and the internal-mode factor that carries the tunnelling correction is absent. That factor is finite only above the crossover temperature (ħw/(k_B T) < 2π in the limit of many beads), so the centroid reading applies there; the formal statements themselves concern a classical particle. The centroid trajectory that starts on the dividing surface q = s with momentum p is

    q_t = s cosh(wt) + (p/(mw)) sinh(wt),
    p_t = m w s sinh(wt) + p cosh(wt).

```lean
/-- Position at time `t` on the classical barrier trajectory with initial point `(s, p)`. -/
def pos (m w s p t : ℝ) : ℝ := s * cosh (w * t) + p / (m * w) * sinh (w * t)

/-- Momentum at time `t` on the classical barrier trajectory with initial point `(s, p)`. -/
def mom (m w s p t : ℝ) : ℝ := m * w * s * sinh (w * t) + p * cosh (w * t)
```

The hyperbolic secant, sech x = 1/cosh x, is defined directly.

```lean
/-- Hyperbolic secant. -/
def sech (x : ℝ) : ℝ := (cosh x)⁻¹
```

With inverse temperature b = 1/(k_B T), the flux through the surface carried by momentum p is the velocity times the Boltzmann factor,

    f(p) = (p/m) exp(−b H(s, p)).

```lean
/-- Boltzmann-weighted velocity `(p/m) exp(-b H)` on the dividing surface `q = s`. -/
def weight (m w b s p : ℝ) : ℝ := p / m * exp (-b * H m w s p)
```

The flux-side function is usually written as a phase-space integral containing δ(q − s) and the step function θ(q_t − s). The delta function sets q = s and the step function restricts the momenta, which leaves

    C(t) = ∫ over {p : q_t > s} of f(p) dp.

`fluxSide` is this Lebesgue integral, with the product side fixed as q > s. It includes neither the phase-space factor 1/(2πħ) nor a division by the reactant partition function, so it is not itself a rate constant.

```lean
/-- Flux-side function: the weighted velocity integrated over the initial momenta whose
trajectory lies beyond the dividing surface `s` at time `t`. -/
def fluxSide (m w b s t : ℝ) : ℝ := ∫ p in {p | s < pos m w s p t}, weight m w b s p
```

Transition-state theory counts every trajectory that starts towards the products:

    C_TST = ∫ over p > 0 of f(p) dp,

where `Ioi (0 : ℝ)` is the open half-line p > 0.

```lean
/-- Transition-state flux: the weighted velocity integrated over positive momenta. -/
def tstFlux (m w b s : ℝ) : ℝ := ∫ p in Ioi (0 : ℝ), weight m w b s p
```

## The trajectory solves Hamilton's equations

At t = 0, cosh = 1 and sinh = 0 give (q_0, p_0) = (s, p). Differentiating,

    dq_t/dt = w s sinh(wt) + (p/m) cosh(wt) = p_t/m,
    dp_t/dt = m w² s cosh(wt) + w p sinh(wt) = m w² q_t,

and the right-hand sides are ∂H/∂p and −∂H/∂q. `hamilton_equations` states the initial values and both derivatives for m, w > 0 and any real t, with the right-hand sides written out explicitly. It shows that `pos` and `mom` form a solution; uniqueness of the solution is not part of the statement, and the later theorems use the formula `pos` directly. In the proof `h` is d(wτ)/dτ = w, and `h.cosh` and `h.sinh` apply the chain rule.

```lean
/-- The trajectory starts at `(s, p)` and obeys `dq/dt = p/m`, `dp/dt = m w² q`. -/
theorem hamilton_equations {m w : ℝ} (hm : 0 < m) (hw : 0 < w) (s p t : ℝ) :
    pos m w s p 0 = s ∧ mom m w s p 0 = p ∧
    HasDerivAt (fun τ => pos m w s p τ) (mom m w s p t / m) t ∧
    HasDerivAt (fun τ => mom m w s p τ) (m * w ^ 2 * pos m w s p t) t := by
  have h : HasDerivAt (fun τ => w * τ) w t := by
    simpa using (hasDerivAt_id t).const_mul w
  have hm' := hm.ne'
  have hw' := hw.ne'
  refine ⟨by simp [pos], by simp [mom], ?_, ?_⟩
  · unfold pos mom
    refine ((h.cosh.const_mul s).fun_add (h.sinh.const_mul (p / (m * w)))).congr_deriv ?_
    field_simp
  · unfold pos mom
    refine ((h.sinh.const_mul (m * w * s)).fun_add (h.cosh.const_mul p)).congr_deriv ?_
    field_simp
```

## Which momenta end on the product side

Put x = wt/2. The double-angle formulas cosh 2x = 2 sinh² x + 1 and sinh 2x = 2 sinh x cosh x give

    q_t − s = 2 s sinh² x + (p/(mw)) · 2 sinh x cosh x
            = (2 sinh x cosh x/(mw)) · (p + m w s tanh x).

For m, w, t > 0 the first factor is positive, so q_t > s exactly when

    p > a(t),  a(t) = −m w s tanh(wt/2).

The opening case has x = ln 2, tanh x = 3/5 and s = −1, hence a = 3/5. `product_side` is this equality of sets for any real s. The double-angle formulas are `hc'` and `hs`, the positivity of the prefactor is `hk`, the factorisation is `key`, and `mul_pos_iff_of_pos_left hk` removes the prefactor from the inequality.

```lean
/-- At time `t > 0` the trajectory is beyond `s` exactly when `p > -m w s tanh(w t/2)`. -/
theorem product_side {m w t : ℝ} (hm : 0 < m) (hw : 0 < w) (ht : 0 < t) (s : ℝ) :
    {p | s < pos m w s p t} = Ioi (-(m * w * s * tanh (w * t / 2))) := by
  have hm' := hm.ne'
  have hw' := hw.ne'
  have e : 2 * (w * t / 2) = w * t := by ring
  have hc := Real.cosh_two_mul (w * t / 2)
  have hs := Real.sinh_two_mul (w * t / 2)
  rw [e] at hc hs
  have hc' : cosh (w * t) = 2 * sinh (w * t / 2) ^ 2 + 1 := by
    linarith [Real.cosh_sq (w * t / 2)]
  have hC := Real.cosh_pos (w * t / 2)
  have hS : 0 < sinh (w * t / 2) := Real.sinh_pos_iff.mpr (by positivity)
  have hk : 0 < 2 * sinh (w * t / 2) * cosh (w * t / 2) / (m * w) := by positivity
  ext p
  have aux : ∀ S C : ℝ, C ≠ 0 → s * (2 * S ^ 2 + 1) + p / (m * w) * (2 * S * C) - s
      = 2 * S * C / (m * w) * (p - -(m * w * s * (S / C))) := by
    intro S C hC0
    field_simp
    ring
  -- the displacement is a positive factor times the distance from the threshold momentum
  have key : pos m w s p t - s = 2 * sinh (w * t / 2) * cosh (w * t / 2) / (m * w)
      * (p - -(m * w * s * tanh (w * t / 2))) := by
    unfold pos
    rw [hc', hs, Real.tanh_eq_sinh_div_cosh]
    exact aux _ _ hC.ne'
  show s < pos m w s p t ↔ -(m * w * s * tanh (w * t / 2)) < p
  rw [← sub_pos, key, mul_pos_iff_of_pos_left hk, sub_pos]
```

## The momentum integral

Since ∂H/∂p = p/m, the function F(p) = −(1/b) exp(−b H(s, p)) satisfies

    dF/dp = (p/m) exp(−b H(s, p)) = f(p).

For m, b > 0 the energy grows without bound as p → ∞, so F → 0 and, for any lower limit a,

    ∫ over p > a of f(p) dp = 0 − F(a) = (1/b) exp(−b H(s, a)).

The flux carried by all momenta above a threshold is therefore fixed by the energy at the threshold. The integral converges absolutely because

    f(p) = (exp(b m w² s²/2)/m) · p exp(−(b/(2m)) p²)

is a constant times p times a Gaussian. `weight_integral` states integrability on the whole line together with the value, for arbitrary real w, s and a. Integrability is recorded because Lean assigns 0 to the integral of a non-integrable function. In the proof `hint` is the integrability, obtained from this Gaussian form, `hd` the antiderivative, `hH` and `hE` the behaviour at large momentum, and `integral_Ioi_of_hasDerivAt_of_tendsto'` the fundamental theorem of calculus on a half-line.

```lean
/-- The weighted velocity is integrable in `p`, and its integral over `p > a` is
`(1/b) exp(-b H(s, a))`. -/
theorem weight_integral {m b : ℝ} (hm : 0 < m) (hb : 0 < b) (w s a : ℝ) :
    Integrable (weight m w b s) ∧
    ∫ p in Ioi a, weight m w b s p = 1 / b * exp (-b * H m w s a) := by
  have hm' := hm.ne'
  have hb' := hb.ne'
  have hint : Integrable (weight m w b s) := by
    have h0 : 0 < b / (2 * m) := by positivity
    have e : weight m w b s = fun p => exp (b * (m * w ^ 2 * s ^ 2 / 2)) / m
        * (p * exp (-(b / (2 * m)) * p ^ 2)) := by
      funext p
      have e1 : -b * H m w s p
          = b * (m * w ^ 2 * s ^ 2 / 2) + -(b / (2 * m)) * p ^ 2 := by
        unfold H
        ring
      unfold weight
      rw [e1, Real.exp_add]
      ring
    rw [e]
    exact (integrable_mul_exp_neg_mul_sq h0).const_mul _
  refine ⟨hint, ?_⟩
  -- antiderivative in the momentum
  have hd : ∀ p ∈ Ici a, HasDerivAt (fun x => -(1 / b) * exp (-b * H m w s x))
      (weight m w b s p) p := by
    intro p _
    have h1 : HasDerivAt (fun x : ℝ => x ^ 2) (2 * p) p := by
      simpa using hasDerivAt_pow 2 p
    have h2 : HasDerivAt (fun x => H m w s x) (p / m) p := by
      unfold H
      refine ((h1.div_const (2 * m)).sub_const _).congr_deriv ?_
      field_simp
    refine (((h2.const_mul (-b)).exp).const_mul (-(1 / b))).congr_deriv ?_
    unfold weight
    generalize exp (-b * H m w s p) = E
    field_simp
  -- the Boltzmann factor vanishes at large momentum
  have hH : Tendsto (fun x => H m w s x) atTop atTop := by
    have h3 : Tendsto (fun x : ℝ => x ^ 2 / (2 * m)) atTop atTop :=
      (tendsto_pow_atTop two_ne_zero).atTop_div_const (by positivity)
    simpa only [H, sub_eq_add_neg] using
      tendsto_atTop_add_const_right atTop (-(m * w ^ 2 * s ^ 2 / 2)) h3
  have hE : Tendsto (fun x => exp (-b * H m w s x)) atTop (𝓝 0) :=
    Real.tendsto_exp_atBot.comp (hH.const_mul_atTop_of_neg (by linarith))
  rw [integral_Ioi_of_hasDerivAt_of_tendsto' hd hint.integrableOn (hE.const_mul _)]
  ring
```

## The closed form

At the threshold a = −m w s T with T = tanh(wt/2), the kinetic energy is a²/(2m) = m w² s² T²/2, so

    −b H(s, a) = b m w² s² (1 − T²)/2.

From cosh² x − sinh² x = 1 follows 1 − tanh² x = sech² x, and

    C(t) = (1/b) exp(b m w² s² sech²(wt/2)/2).

`fluxSide_eq` reads: for m, w, b, t > 0 and any real s, f is integrable on the product-side set and C(t) has this value. The value depends on s only through s², which is the symmetry between q = −1 and q = +1 seen at the start; with sech(ln 2) = 4/5 the exponent is 16/50 = 8/25, as found there. In the proof `hsech` is the hyperbolic identity and `e` the threshold energy, and the last `rw` performs in order the steps above: replace the set by the half-line, integrate, insert the threshold, and finally rewrite sech² on the right-hand side as 1 − tanh², which makes the two sides equal.

```lean
/-- For `t > 0` the flux-side integral converges and equals
`(1/b) exp(b m w² s² sech²(w t/2) / 2)`. -/
theorem fluxSide_eq {m w b t : ℝ} (hm : 0 < m) (hw : 0 < w) (hb : 0 < b) (ht : 0 < t)
    (s : ℝ) : IntegrableOn (weight m w b s) {p | s < pos m w s p t} ∧
    fluxSide m w b s t = 1 / b * exp (b * m * w ^ 2 * s ^ 2 * sech (w * t / 2) ^ 2 / 2) := by
  have hm' := hm.ne'
  refine ⟨(weight_integral hm hb w s 0).1.integrableOn, ?_⟩
  have aux : ∀ S C : ℝ, C ≠ 0 → C ^ 2 = S ^ 2 + 1 → 1 - (S / C) ^ 2 = C⁻¹ ^ 2 := by
    intro S C hC h
    have h1 : C ^ 2 - S ^ 2 = 1 := by linarith
    calc 1 - (S / C) ^ 2 = (C ^ 2 - S ^ 2) * C⁻¹ ^ 2 := by
          field_simp
      _ = C⁻¹ ^ 2 := by rw [h1, one_mul]
  have hsech : sech (w * t / 2) ^ 2 = 1 - tanh (w * t / 2) ^ 2 := by
    rw [Real.tanh_eq_sinh_div_cosh]
    exact (aux _ _ (Real.cosh_pos _).ne' (Real.cosh_sq _)).symm
  have e : ∀ T : ℝ, -b * H m w s (-(m * w * s * T))
      = b * m * w ^ 2 * s ^ 2 * (1 - T ^ 2) / 2 := by
    intro T
    unfold H
    field_simp
    ring
  unfold fluxSide
  rw [product_side hm hw ht, (weight_integral hm hb w s _).2, e, hsech]
```

The condition t > 0 matters. Take m = w = b = 1 and s = 0, where the formula gives 1. At t = 0 every trajectory is still on the surface, the set {p : q_t > s} is empty and the integral is 0. For t < 0, sinh t is negative, the set is p < 0, and the integral of p exp(−p²/2) over it is −1.

## The plateau

Because cosh x ≥ eˣ/2, cosh(wt/2) → ∞ as t → ∞ when w > 0. Then sech(wt/2) → 0, the exponent tends to zero, and

    C(t) → 1/b  as t → ∞, for every s.

In terms of trajectories, the threshold tends to −m w s, where H(s, −m w s) = 0 is the energy of the barrier top. In `fluxSide_long_time` the filter `atTop` is t → ∞ and s is arbitrary but held fixed in the limit. `hcosh` is the lower bound on cosh, `h0` the limit of sech, and `h` passes it through the square, the exponential and the prefactors. The closed form holds only for t > 0, so the final step uses `eventually_gt_atTop 0` to identify it with `fluxSide` at large times.

```lean
/-- At long times the flux-side function tends to `1/b` for every dividing surface `s`. -/
theorem fluxSide_long_time {m w b : ℝ} (hm : 0 < m) (hw : 0 < w) (hb : 0 < b) (s : ℝ) :
    Tendsto (fun t => fluxSide m w b s t) atTop (𝓝 (1 / b)) := by
  have hcosh : Tendsto cosh atTop atTop := by
    refine tendsto_atTop_mono (fun x => ?_) (Real.tendsto_exp_atTop.atTop_div_const two_pos)
    rw [Real.cosh_eq]
    linarith [Real.exp_pos (-x)]
  have hx : Tendsto (fun t : ℝ => w * t / 2) atTop atTop :=
    (tendsto_id.const_mul_atTop hw).atTop_div_const two_pos
  have h0 : Tendsto (fun t : ℝ => sech (w * t / 2)) atTop (𝓝 0) :=
    tendsto_inv_atTop_zero.comp (hcosh.comp hx)
  have h := ((((h0.pow 2).const_mul (b * m * w ^ 2 * s ^ 2)).div_const 2).rexp).const_mul (1 / b)
  have e : 1 / b * exp (b * m * w ^ 2 * s ^ 2 * 0 ^ 2 / 2) = 1 / b := by simp
  rw [e] at h
  refine h.congr' ?_
  filter_upwards [eventually_gt_atTop 0] with t ht
  exact (fluxSide_eq hm hw hb ht s).2.symm
```

## The transition-state flux and short times

Setting a = 0 in the momentum integral, with −b H(s, 0) = b m w² s²/2, gives

    C_TST = (1/b) exp(b m w² s²/2).

No dynamics enters, and `tstFlux_eq` places no condition on w.

```lean
/-- The transition-state flux through `s` is `(1/b) exp(b m w² s²/2)`. -/
theorem tstFlux_eq {m b : ℝ} (hm : 0 < m) (hb : 0 < b) (w s : ℝ) :
    tstFlux m w b s = 1 / b * exp (b * m * w ^ 2 * s ^ 2 / 2) := by
  have e : -b * H m w s 0 = b * m * w ^ 2 * s ^ 2 / 2 := by
    unfold H
    ring
  unfold tstFlux
  rw [(weight_integral hm hb w s 0).2, e]
```

As t → 0 from above, sech(wt/2) → 1 and the closed form tends to the same expression:

    C(t) → C_TST  as t → 0⁺.

The filter `𝓝[>] 0` makes the limit one-sided, as the values at t ≤ 0 found above require. `hc'` is the continuity of sech(wt/2) in t, and the rest follows the pattern of the long-time proof.

```lean
/-- As `t → 0⁺` the flux-side function tends to the transition-state flux. -/
theorem fluxSide_short_time {m w b : ℝ} (hm : 0 < m) (hw : 0 < w) (hb : 0 < b) (s : ℝ) :
    Tendsto (fun t => fluxSide m w b s t) (𝓝[>] 0) (𝓝 (tstFlux m w b s)) := by
  have hc : Continuous sech := Real.continuous_cosh.inv₀ fun x => (Real.cosh_pos x).ne'
  have hc' : Continuous fun t : ℝ => sech (w * t / 2) := hc.comp (by fun_prop)
  have h0 : Tendsto (fun t : ℝ => sech (w * t / 2)) (𝓝[>] 0) (𝓝 1) :=
    (hc'.tendsto' 0 1 (by simp [sech])).mono_left nhdsWithin_le_nhds
  have h := ((((h0.pow 2).const_mul (b * m * w ^ 2 * s ^ 2)).div_const 2).rexp).const_mul (1 / b)
  rw [one_pow, mul_one, ← tstFlux_eq hm hb] at h
  refine h.congr' ?_
  filter_upwards [self_mem_nhdsWithin] with t ht
  exact (fluxSide_eq hm hw hb ht s).2.symm
```

## Bounds

Since cosh ≥ 1, sech² lies between 0 and 1. The coefficient b m w² s² is non-negative and the exponential is increasing, so for all t > 0

    1/b ≤ C(t) ≤ C_TST.

At s = 0 the two bounds coincide, and the surface at the barrier top has C(t) = 1/b at every positive time. In the opening case the inequalities read 1 ≤ 1.377 ≤ 1.649. In the proof `h1` is sech² ≤ 1 and `hA` the sign of the coefficient.

```lean
/-- For every `t > 0` the flux-side function lies between `1/b` and the transition-state flux. -/
theorem fluxSide_bounds {m w b t : ℝ} (hm : 0 < m) (hw : 0 < w) (hb : 0 < b) (ht : 0 < t)
    (s : ℝ) : 1 / b ≤ fluxSide m w b s t ∧ fluxSide m w b s t ≤ tstFlux m w b s := by
  have h1 : sech (w * t / 2) ^ 2 ≤ 1 :=
    pow_le_one₀ (inv_pos.mpr (Real.cosh_pos _)).le (inv_le_one_of_one_le₀ (Real.one_le_cosh _))
  have hA : 0 ≤ b * m * w ^ 2 * s ^ 2 := by positivity
  have hb' : 0 ≤ 1 / b := by positivity
  rw [(fluxSide_eq hm hw hb ht s).2, tstFlux_eq hm hb]
  constructor
  · exact le_mul_of_one_le_right hb' (Real.one_le_exp (by positivity))
  · refine mul_le_mul_of_nonneg_left (Real.exp_le_exp.mpr ?_) hb'
    linarith [mul_le_mul_of_nonneg_left h1 hA]

end

end ParabolicBarrierCentroidRate
```

```lean
#print axioms ParabolicBarrierCentroidRate.hamilton_equations
-- 'ParabolicBarrierCentroidRate.hamilton_equations' depends on axioms: [propext, Classical.choice, Quot.sound]
#print axioms ParabolicBarrierCentroidRate.fluxSide_long_time
-- 'ParabolicBarrierCentroidRate.fluxSide_long_time' depends on axioms: [propext, Classical.choice, Quot.sound]
#print axioms ParabolicBarrierCentroidRate.fluxSide_short_time
-- 'ParabolicBarrierCentroidRate.fluxSide_short_time' depends on axioms: [propext, Classical.choice, Quot.sound]
#print axioms ParabolicBarrierCentroidRate.fluxSide_bounds
-- 'ParabolicBarrierCentroidRate.fluxSide_bounds' depends on axioms: [propext, Classical.choice, Quot.sound]
```

## In a reactive-flux calculation

A trajectory code often splits the rate into a static factor, the transition-state flux obtained from the free energy at s, and a transmission coefficient κ(t) = C(t)/C_TST. With more coordinates, or with beads, these are also sampled on the dividing surface; in the one-coordinate model here it only draws momenta p from the Gaussian exp(−b p²/(2m)), starts each trajectory at s, and accumulates

    κ(t) = ⟨(p/m) θ(q_t − s)⟩ / ⟨(p/m) θ(p)⟩,

with ⟨ ⟩ the average over the drawn momenta; the factor exp(b m w² s²/2) is common to both integrals and cancels. Dividing the two closed forms gives

    κ(t) = exp(−b m w² s² tanh²(wt/2)/2).

For the opening case this is exp(−0.18) ≈ 0.835 at t = ln 4, and it levels off at exp(−1/2) ≈ 0.607. Multiplied by the static factor exp(1/2), the plateau returns 1. On this one-dimensional, exactly parabolic barrier, the growth of the static factor as s moves off the top is cancelled by the fall of the plateau of κ, so a classical trajectory code, or a centroid one above the crossover temperature, run at several values of s should return the same product up to sampling and time-step error, provided κ is read on its plateau; at finite t the product in the classical model is C(t), which still depends on s through the factor exp(b m w² s² sech²(wt/2)/2).
